# For x > 0 with sin x ≠ 0, the ratios f_l/f_0 from Miller's downward recurrence converge to j_l(x)/j_0(x) as the starting order grows

The spherical Bessel function \(j_l(x)\), with \(x=qr>0\) and \(l=0,1,2,\dots\), is the regular radial wave of a free particle with wave number \(q\) and angular momentum quantum number \(l\), taken at radius \(r\). Computing it by upward recurrence amplifies rounding errors once \(l\) exceeds \(x\). Miller's scheme runs downwards from a starting order \(N\):
\[
f_{N+1}=0,\qquad f_N=1,\qquad f_{l-1}=\frac{2l+1}{x}f_l-f_{l+1}.
\]
All \(f_l\) depend on \(N\), and their common scale is arbitrary, so only ratios are compared with Bessel functions.

```lean
import Mathlib

open Filter

namespace MillerRecurrence

noncomputable section
```

## Bessel functions and trial values

Rayleigh's formula defines \(j_l\) through the operator \(D=-\frac1t\frac{d}{dt}\).

```lean
/-- The operator `-(1/t) d/dt` of Rayleigh's formula, for `t ≠ 0`. -/
def rayleighOp (g : ℝ → ℝ) : ℝ → ℝ := fun t => -(deriv g t) / t
```

Explicitly, \(j_l(x)=x^l\,\bigl(D^l\,\tfrac{\sin t}{t}\bigr)(x)\), in the usual normalisation \(j_0(x)=\sin x/x\).

```lean
/-- The spherical Bessel function `j_l(x)` by Rayleigh's formula, for `x ≠ 0`. -/
def sphericalJ (l : ℕ) (x : ℝ) : ℝ :=
  x ^ l * (rayleighOp^[l] (fun t => Real.sin t / t)) x
```

Division-free companions \(u_l\), which will turn out to be \(x^{l+1}j_l(x)\), are given by \(u_0=\sin t\), \(u_1=\sin t-t\cos t\) and \(u_{l+2}=(2l+3)u_{l+1}-t^2u_l\).

```lean
/-- Division-free companions of the spherical Bessel functions, built from sine and cosine. -/
def scaledJ : ℕ → ℝ → ℝ
  | 0, t => Real.sin t
  | 1, t => Real.sin t - t * Real.cos t
  | l + 2, t => (2 * (l : ℝ) + 3) * scaledJ (l + 1) t - t ^ 2 * scaledJ l t
```

The downward recursion is stored by the number of steps taken: entry \(k\) is \(f_{N+1-k}\).

```lean
/-- Miller's values counted downwards from the start: entry `k` is `f_(N+1-k)`, for `x ≠ 0`. -/
def millerDown (x : ℝ) (N : ℕ) : ℕ → ℝ
  | 0 => 0
  | 1 => 1
  | k + 2 => (2 * ((N : ℝ) - k) + 1) / x * millerDown x N (k + 1) - millerDown x N k
```

Thus `miller x N l` is \(f_l\), meaningful for \(l\le N+1\).

```lean
/-- Miller's trial value `f_l` for the starting order `N`, for `l ≤ N + 1` and `x ≠ 0`. -/
def miller (x : ℝ) (N l : ℕ) : ℝ := millerDown x N (N + 1 - l)
```

The error will be expressed through a second solution \(p_l\) of the same recurrence, with \(p_0=0\) and \(p_1=1\).

```lean
/-- The solution of the Bessel recurrence with values 0 and 1 at orders 0 and 1, for `x ≠ 0`. -/
def auxSol (x : ℝ) : ℕ → ℝ
  | 0 => 0
  | 1 => 1
  | l + 2 => (2 * (l : ℝ) + 3) / x * auxSol x (l + 1) - auxSol x l
```

## The recurrence from Rayleigh's formula

The companions satisfy \(u_{l+1}'=t\,u_l\). The first two cases are direct differentiation. After that,
\[
u_{l+3}'=(2l+5)t\,u_{l+1}-2t\,u_{l+1}-t^3u_l=t\,u_{l+2}.
\]

```lean
/-- The derivative of each companion function of order `l + 1` is `t` times the one below. -/
theorem hasDerivAt_scaledJ : ∀ (l : ℕ) (t : ℝ),
    HasDerivAt (scaledJ (l + 1)) (t * scaledJ l t) t
  | 0, t => by
    change HasDerivAt (fun s => Real.sin s - s * Real.cos s) (t * Real.sin t) t
    refine ((Real.hasDerivAt_sin t).fun_sub
      ((hasDerivAt_id' t).fun_mul (Real.hasDerivAt_cos t))).congr_deriv ?_
    ring
  | 1, t => by
    have h2 : HasDerivAt (fun s : ℝ => s ^ 2) (2 * t) t := by simpa using hasDerivAt_pow 2 t
    change HasDerivAt (fun s => (2 * ((0 : ℕ) : ℝ) + 3) * scaledJ 1 s - s ^ 2 * Real.sin s)
      (t * (Real.sin t - t * Real.cos t)) t
    refine (((hasDerivAt_scaledJ 0 t).const_mul _).fun_sub
      (h2.fun_mul (Real.hasDerivAt_sin t))).congr_deriv ?_
    simp only [scaledJ]
    push_cast
    ring
  | l + 2, t => by
    have h2 : HasDerivAt (fun s : ℝ => s ^ 2) (2 * t) t := by simpa using hasDerivAt_pow 2 t
    change HasDerivAt (fun s => (2 * ((l + 1 : ℕ) : ℝ) + 3) * scaledJ (l + 2) s
      - s ^ 2 * scaledJ (l + 1) s) _ t
    refine (((hasDerivAt_scaledJ (l + 1) t).const_mul _).fun_sub
      (h2.fun_mul (hasDerivAt_scaledJ l t))).congr_deriv ?_
    have e : scaledJ (l + 2) t
      = (2 * (l : ℝ) + 3) * scaledJ (l + 1) t - t ^ 2 * scaledJ l t := rfl
    rw [e]
    push_cast
    ring
```

It follows that \(t\,u_l'=(2l+1)u_l-u_{l+1}\), and therefore
\[
D\,\frac{u_l}{t^{2l+1}}=\frac{(2l+1)u_l-t\,u_l'}{t^{2l+3}}=\frac{u_{l+1}}{t^{2l+3}}.
\]
Induction gives \(D^l(\sin t/t)=u_l/t^{2l+1}\), hence \(j_l=u_l/x^{l+1}\). Lean carries the induction for all nonzero points at once, because the next derivative needs the formula in a neighbourhood of \(x\).

```lean
/-- For `x ≠ 0`, Rayleigh's formula gives the companion function divided by `x^(l+1)`. -/
theorem sphericalJ_eq (l : ℕ) {x : ℝ} (hx : x ≠ 0) :
    sphericalJ l x = scaledJ l x / x ^ (l + 1) := by
  have hd : ∀ (l : ℕ) (x : ℝ), x ≠ 0 → HasDerivAt (scaledJ l)
      (((2 * (l : ℝ) + 1) * scaledJ l x - scaledJ (l + 1) x) / x) x := by
    intro l x hx
    cases l with
    | zero =>
      refine (Real.hasDerivAt_sin x).congr_deriv ?_
      change Real.cos x = ((2 * ((0 : ℕ) : ℝ) + 1) * Real.sin x
        - (Real.sin x - x * Real.cos x)) / x
      rw [eq_div_iff hx]
      push_cast
      ring
    | succ k =>
      refine (hasDerivAt_scaledJ k x).congr_deriv ?_
      have e : scaledJ (k + 1 + 1) x
        = (2 * (k : ℝ) + 3) * scaledJ (k + 1) x - x ^ 2 * scaledJ k x := rfl
      rw [eq_div_iff hx, e]
      push_cast
      ring
  -- each application of the operator raises the order by one
  have hi : ∀ (l : ℕ) (x : ℝ), x ≠ 0 →
      (rayleighOp^[l] (fun t => Real.sin t / t)) x = scaledJ l x / x ^ (2 * l + 1) := by
    intro l
    induction l with
    | zero => intro x _; simp [scaledJ]
    | succ l ih =>
      intro x hx
      have hev : rayleighOp^[l] (fun t => Real.sin t / t) =ᶠ[nhds x]
          fun t => scaledJ l t / t ^ (2 * l + 1) := by
        filter_upwards [isOpen_ne.mem_nhds hx] with t ht using ih t ht
      have hq := (hd l x hx).fun_div (hasDerivAt_pow (2 * l + 1) x) (pow_ne_zero _ hx)
      rw [Function.iterate_succ_apply']
      change -(deriv (rayleighOp^[l] (fun t => Real.sin t / t)) x) / x = _
      rw [hev.deriv_eq, hq.deriv, Nat.add_sub_cancel]
      have e1 : x ^ (2 * l + 1) = x ^ (2 * l) * x := pow_succ _ _
      have e2 : x ^ (2 * (l + 1) + 1) = x ^ (2 * l) * x ^ 3 := by ring
      have hp : x ^ (2 * l) ≠ 0 := pow_ne_zero _ hx
      rw [e1, e2]
      generalize x ^ (2 * l) = p at hp ⊢
      push_cast
      field_simp
      ring
  have e : x ^ (2 * l + 1) = x ^ l * x ^ (l + 1) := by ring
  rw [sphericalJ, hi l x hx, e, ← mul_div_assoc, mul_div_mul_left _ _ (pow_ne_zero l hx)]
```

Dividing the recurrence for \(u_l\) by \(x^{l+3}\) gives \(j_{l+2}=\frac{2l+3}{x}j_{l+1}-j_l\).

```lean
/-- The three-term recurrence of the spherical Bessel functions at `x ≠ 0`. -/
theorem sphericalJ_recurrence (l : ℕ) {x : ℝ} (hx : x ≠ 0) :
    sphericalJ (l + 2) x
      = (2 * (l : ℝ) + 3) / x * sphericalJ (l + 1) x - sphericalJ l x := by
  have e : scaledJ (l + 2) x
    = (2 * (l : ℝ) + 3) * scaledJ (l + 1) x - x ^ 2 * scaledJ l x := rfl
  rw [sphericalJ_eq _ hx, sphericalJ_eq _ hx, sphericalJ_eq _ hx, e]
  field_simp
  ring
```

## Decay at high order

Since \(u_l(0)=0\) and \(|u_0(x)|\le x\), integration gives inductively
\[
|u_{l+1}(x)|\le\int_0^x s\,\frac{s^{2l+1}}{(2l+1)!!}\,ds=\frac{x^{2l+3}}{(2l+3)!!}.
\]
Lean compares derivatives instead of forming the integral. Division by \(x^{l+1}\) then bounds \(j_l\).

```lean
/-- For `x > 0`, `|j_l(x)|` is at most `x^l / (2l+1)!!`. -/
theorem abs_sphericalJ_le (l : ℕ) {x : ℝ} (hx : 0 < x) :
    |sphericalJ l x| ≤ x ^ l / (Nat.doubleFactorial (2 * l + 1) : ℝ) := by
  have h0 : ∀ l, scaledJ l 0 = 0 ∧ scaledJ (l + 1) 0 = 0 := by
    intro l
    induction l with
    | zero => simp [scaledJ]
    | succ l ih => exact ⟨ih.2, by simp [scaledJ, ih.2]⟩
  -- integrate the derivative relation from the origin, order by order
  have hb : ∀ (l : ℕ) (x : ℝ), 0 ≤ x →
      |scaledJ l x| ≤ x ^ (2 * l + 1) / (Nat.doubleFactorial (2 * l + 1) : ℝ) := by
    intro l
    induction l with
    | zero =>
      intro x hx
      have h := image_norm_le_of_norm_deriv_right_le_deriv_boundary (a := 0) (b := x)
        (f := Real.sin) (f' := Real.cos) (B := fun s => s) (B' := fun _ => 1)
        Real.continuous_sin.continuousOn
        (fun s _ => (Real.hasDerivAt_sin s).hasDerivWithinAt) (by simp)
        (fun s => hasDerivAt_id' s) (fun s _ => Real.abs_cos_le_one s)
        (Set.right_mem_Icc.mpr hx)
      simpa [scaledJ, Nat.doubleFactorial] using h
    | succ l ih =>
      intro x hx
      have hD : (Nat.doubleFactorial (2 * (l + 1) + 1) : ℝ)
          = ((2 * (l + 1) + 1 : ℕ) : ℝ) * (Nat.doubleFactorial (2 * l + 1) : ℝ) := by
        exact_mod_cast Nat.doubleFactorial_add_two (2 * l + 1)
      have hc : ((2 * (l + 1) + 1 : ℕ) : ℝ) ≠ 0 := Nat.cast_ne_zero.mpr (by omega)
      refine image_norm_le_of_norm_deriv_right_le_deriv_boundary (a := 0) (b := x)
        (f := scaledJ (l + 1)) (f' := fun s => s * scaledJ l s)
        (B := fun s => s ^ (2 * (l + 1) + 1) / (Nat.doubleFactorial (2 * (l + 1) + 1) : ℝ))
        (B' := fun s => s * (s ^ (2 * l + 1) / (Nat.doubleFactorial (2 * l + 1) : ℝ)))
        (fun s _ => (hasDerivAt_scaledJ l s).continuousAt.continuousWithinAt)
        (fun s _ => (hasDerivAt_scaledJ l s).hasDerivWithinAt)
        (by simp [(h0 l).2]) (fun s => ?_) (fun s hs => ?_) (Set.right_mem_Icc.mpr hx)
      · refine ((hasDerivAt_pow (2 * (l + 1) + 1) s).div_const _).congr_deriv ?_
        have e : s ^ (2 * (l + 1)) = s * s ^ (2 * l + 1) := by ring
        rw [hD, Nat.add_sub_cancel, e, mul_div_mul_left _ _ hc, mul_div_assoc]
      · rw [Real.norm_eq_abs, abs_mul, abs_of_nonneg hs.1]
        exact mul_le_mul_of_nonneg_left (ih s hs.1) hs.1
  rw [sphericalJ_eq l hx.ne', abs_div, abs_of_pos (pow_pos hx _), div_le_iff₀ (pow_pos hx _)]
  refine (hb l x hx.le).trans_eq ?_
  ring
```

Because \((2l+1)!!\ge l!\) and \(x^l/l!\to0\), also \(j_l(x)\to0\).

```lean
/-- At fixed `x > 0`, `j_l(x)` tends to zero as the order `l` grows. -/
theorem tendsto_sphericalJ {x : ℝ} (hx : 0 < x) :
    Tendsto (fun l => sphericalJ l x) atTop (nhds 0) := by
  have hf : ∀ l : ℕ, l.factorial ≤ Nat.doubleFactorial (2 * l + 1) := by
    intro l
    induction l with
    | zero => simp [Nat.doubleFactorial]
    | succ l ih =>
      have e : Nat.doubleFactorial (2 * (l + 1) + 1)
        = (2 * l + 1 + 2) * Nat.doubleFactorial (2 * l + 1) :=
        Nat.doubleFactorial_add_two (2 * l + 1)
      rw [Nat.factorial_succ, e]
      exact Nat.mul_le_mul (by omega) ih
  refine squeeze_zero_norm (fun l => (abs_sphericalJ_le l hx).trans ?_)
    (FloorSemiring.tendsto_pow_div_factorial_atTop x)
  have h1 : (0 : ℝ) < l.factorial := Nat.cast_pos.mpr l.factorial_pos
  have h2 : (l.factorial : ℝ) ≤ Nat.doubleFactorial (2 * l + 1) := Nat.cast_le.mpr (hf l)
  exact div_le_div_of_nonneg_left (pow_pos hx l).le h1 h2
```

## The error at finite N

Renaming \(l\) as \(l+1\) in Miller's step gives \(f_l=\frac{2l+3}{x}f_{l+1}-f_{l+2}\) for \(l<N\).

```lean
/-- Miller's values start from 0 and 1 and obey the Bessel recurrence below order `N`. -/
theorem miller_recurrence (x : ℝ) (N : ℕ) :
    miller x N (N + 1) = 0 ∧ miller x N N = 1 ∧ ∀ l < N,
      miller x N l = (2 * (l : ℝ) + 3) / x * miller x N (l + 1) - miller x N (l + 2) := by
  refine ⟨by simp [miller, millerDown], by simp [miller, millerDown], fun l hl => ?_⟩
  obtain ⟨k, rfl⟩ : ∃ k, N = l + 1 + k := ⟨N - (l + 1), by omega⟩
  have h1 : l + 1 + k + 1 - l = k + 2 := by omega
  have h2 : l + 1 + k + 1 - (l + 1) = k + 1 := by omega
  have h3 : l + 1 + k + 1 - (l + 2) = k := by omega
  have e : millerDown x (l + 1 + k) (k + 2) = (2 * (((l + 1 + k : ℕ) : ℝ) - k) + 1) / x
    * millerDown x (l + 1 + k) (k + 1) - millerDown x (l + 1 + k) k := rfl
  simp only [miller]
  rw [h1, h2, h3, e]
  push_cast
  ring
```

Both sequences obey one recurrence, so \(f_lj_{l+1}-f_{l+1}j_l\) is independent of \(l\). Its value at \(l=N\) is \(j_{N+1}\), so \(f_0j_1-f_1j_0=j_{N+1}\). Consequently the two sides of
\[
j_0f_l=f_0j_l-j_{N+1}p_l
\]
agree at \(l=0\) and \(l=1\), and the recurrence extends this to \(l\le N+1\). The comment in the Lean code leaves out the factor \(j_0\) that multiplies \(f_l\) on the left.

```lean
/-- Exact error identity at `x ≠ 0`: up to order `N + 1`, Miller's values are a multiple of the
Bessel functions minus `j_(N+1)(x)` times the auxiliary solution. -/
theorem miller_error {x : ℝ} (hx : x ≠ 0) (N : ℕ) : ∀ l ≤ N + 1,
    sphericalJ 0 x * miller x N l
      = miller x N 0 * sphericalJ l x - sphericalJ (N + 1) x * auxSol x l := by
  obtain ⟨hz, ho, hr⟩ := miller_recurrence x N
  -- the Casoratian does not depend on the order
  have hc : ∀ l ≤ N, miller x N l * sphericalJ (l + 1) x - miller x N (l + 1) * sphericalJ l x
      = miller x N 0 * sphericalJ 1 x - miller x N 1 * sphericalJ 0 x := by
    intro l
    induction l with
    | zero => intro _; rfl
    | succ l ih =>
      intro hl
      linear_combination ih (by omega) + miller x N (l + 1) * sphericalJ_recurrence l hx
        - sphericalJ (l + 1) x * hr l (by omega)
  have hN := hc N le_rfl
  rw [hz, ho] at hN
  have key : ∀ l, (l ≤ N + 1 → sphericalJ 0 x * miller x N l
        = miller x N 0 * sphericalJ l x - sphericalJ (N + 1) x * auxSol x l) ∧
      (l + 1 ≤ N + 1 → sphericalJ 0 x * miller x N (l + 1)
        = miller x N 0 * sphericalJ (l + 1) x - sphericalJ (N + 1) x * auxSol x (l + 1)) := by
    intro l
    induction l with
    | zero =>
      have a0 : auxSol x 0 = 0 := rfl
      have a1 : auxSol x (0 + 1) = 1 := rfl
      refine ⟨fun _ => by rw [a0]; ring, fun _ => ?_⟩
      rw [a1]
      linear_combination hN
    | succ l ih =>
      refine ⟨ih.2, fun hl => ?_⟩
      have ha : auxSol x (l + 2)
        = (2 * (l : ℝ) + 3) / x * auxSol x (l + 1) - auxSol x l := rfl
      linear_combination (2 * (l : ℝ) + 3) / x * ih.2 (by omega) - ih.1 (by omega)
        + sphericalJ 0 x * hr l (by omega) - miller x N 0 * sphericalJ_recurrence l hx
        + sphericalJ (N + 1) x * ha
  exact fun l => (key l).1
```

It would be wrong to conclude convergence from \(j_{N+1}\to0\) already: the error is divided by \(f_0\), which also changes with \(N\) and might shrink as fast. A lower bound comes from orders \(l\ge x\), where \((2l+3)/x\ge2\). The recursion starts with \(f_N=1\) and \(f_{N+1}=0\le f_N\). Going down from there, if \(f_{l+1}\ge1\) and \(f_{l+2}\le f_{l+1}\), then
\[
f_l\ge2f_{l+1}-f_{l+2}\ge f_{l+1}\ge1.
\]

```lean
/-- For `x > 0`, Miller's values are at least 1 at all orders from `x` up to `N`. -/
theorem one_le_miller {x : ℝ} (hx : 0 < x) {N l : ℕ} (hl : x ≤ l) (hN : l ≤ N) :
    1 ≤ miller x N l := by
  obtain ⟨hz, ho, hr⟩ := miller_recurrence x N
  have key : ∀ d l : ℕ, l + d = N → x ≤ l →
      1 ≤ miller x N l ∧ miller x N (l + 1) ≤ miller x N l := by
    intro d
    induction d with
    | zero =>
      intro l h _
      have h' : l = N := by omega
      rw [h', hz, ho]
      norm_num
    | succ d ih =>
      intro l h hl
      obtain ⟨h1, h2⟩ := ih (l + 1) (by omega) (by push_cast; linarith)
      have ha : 2 ≤ (2 * (l : ℝ) + 3) / x := by
        rw [le_div_iff₀ hx]
        linarith
      have hm := mul_le_mul_of_nonneg_right ha (by linarith : 0 ≤ miller x N (l + 1))
      have h3 : miller x N (l + 2) ≤ miller x N (l + 1) := h2
      have h4 := hr l (by omega)
      constructor <;> linarith
  exact (key (N - l) l (by omega) hl).1
```

## The limit, and the zeros of sin x

Fix an integer \(L\ge x\) and take \(N\ge L\), so that \(f_L\ge1\). The identity at \(L\) then gives \(|j_0|\le|f_0||j_L|+|j_{N+1}p_L|\). For large \(N\) the last term is below \(|j_0|/2\), so \(|f_0||j_L|\ge|j_0|/2>0\) and \(f_0\ne0\). Then
\[
\left|\frac{f_l}{f_0}-\frac{j_l}{j_0}\right|=\frac{|j_{N+1}p_l|}{|f_0j_0|}\le\frac{2|j_L|}{|j_0|^2}\,|j_{N+1}p_l|\to0.
\]
In the theorem, `∀ᶠ N in atTop` means "for all sufficiently large \(N\)", and `Tendsto` states the limit for each fixed \(l\), with no uniformity in \(l\). The hypothesis `hs` says that the free s-wave does not vanish at \(x\).

Multiplied by \(\sin x/x\), the limiting ratios give the regular free waves \(j_l(x)\), here for real \(x>0\) away from the zeros of \(\sin x\). Such waves enter plane-wave projections of pseudopotentials and, together with the irregular solutions, phase-shift matching. The theorem does not say which \(N\) reaches a wanted accuracy, and it concerns exact real numbers, whereas in floating-point arithmetic the recursion steps are subject to rounding.

```lean
/-- Miller's algorithm: for `x > 0` with `sin x ≠ 0`, `f_0` is nonzero for all large `N`, and
`f_l / f_0` tends to `j_l(x) / j_0(x)` for each fixed `l` as `N` grows. -/
theorem miller_tendsto {x : ℝ} (hx : 0 < x) (hs : Real.sin x ≠ 0) :
    (∀ᶠ N in atTop, miller x N 0 ≠ 0) ∧
    ∀ l, Tendsto (fun N => miller x N l / miller x N 0) atTop
      (nhds (sphericalJ l x / sphericalJ 0 x)) := by
  have hj : sphericalJ 0 x ≠ 0 := by
    rw [sphericalJ_eq 0 hx.ne']
    exact div_ne_zero hs (pow_ne_zero _ hx.ne')
  have hjp : 0 < |sphericalJ 0 x| := abs_pos.mpr hj
  have hJ : ∀ l, Tendsto (fun N => |sphericalJ (N + 1) x * auxSol x l|) atTop (nhds 0) := by
    intro l
    have h := (((tendsto_sphericalJ hx).comp (tendsto_add_atTop_nat 1)).mul_const
      (auxSol x l)).abs
    simp only [zero_mul, abs_zero] at h
    exact h
  obtain ⟨L, hL⟩ := exists_nat_ge x
  -- the error identity at order L keeps f_0 away from zero
  have hlow : ∀ᶠ N in atTop,
      |sphericalJ 0 x| / 2 ≤ |miller x N 0| * |sphericalJ L x| := by
    filter_upwards [(hJ L).eventually_lt_const (half_pos hjp), eventually_ge_atTop L]
      with N h1 h2
    have hg := one_le_miller hx hL h2
    have h3 : |sphericalJ 0 x| ≤ |sphericalJ 0 x * miller x N L| := by
      rw [abs_mul]
      exact le_mul_of_one_le_right (abs_nonneg _) (hg.trans (le_abs_self _))
    have h4 := norm_sub_le (miller x N 0 * sphericalJ L x) (sphericalJ (N + 1) x * auxSol x L)
    simp only [Real.norm_eq_abs] at h4
    rw [miller_error hx.ne' N L (by omega)] at h3
    rw [← abs_mul]
    linarith
  have hne : ∀ᶠ N in atTop, miller x N 0 ≠ 0 := by
    filter_upwards [hlow] with N h h0
    rw [h0, abs_zero, zero_mul] at h
    linarith
  refine ⟨hne, fun l => ?_⟩
  have hlim := (hJ l).mul_const (2 * |sphericalJ L x| / |sphericalJ 0 x| ^ 2)
  rw [zero_mul] at hlim
  refine tendsto_iff_norm_sub_tendsto_zero.mpr
    (squeeze_zero' (Eventually.of_forall fun _ => norm_nonneg _) ?_ hlim)
  filter_upwards [hlow, hne, eventually_ge_atTop l] with N h1 h2 h3
  have e : miller x N l / miller x N 0 - sphericalJ l x / sphericalJ 0 x
      = -(sphericalJ (N + 1) x * auxSol x l) / (miller x N 0 * sphericalJ 0 x) := by
    rw [div_sub_div _ _ h2 hj]
    congr 1
    linear_combination miller_error hx.ne' N l (by omega)
  have hk : 2 * |sphericalJ L x| / |sphericalJ 0 x| ^ 2 * (|miller x N 0| * |sphericalJ 0 x|)
      = 2 * (|miller x N 0| * |sphericalJ L x|) / |sphericalJ 0 x| := by
    field_simp
  rw [e, Real.norm_eq_abs, abs_div, abs_neg, abs_mul (miller x N 0),
    div_le_iff₀ (mul_pos (abs_pos.mpr h2) hjp), mul_assoc, hk]
  refine le_mul_of_one_le_right (abs_nonneg _) ?_
  rw [le_div_iff₀ hjp]
  linarith
```

If \(\sin x=0\), then \(j_0=0\) and \(j_1=-\cos x/x\ne0\). The identity at \(l=1\) becomes \(f_0=j_{N+1}/j_1\), which tends to zero. At a fixed integer order \(L\ge x\), however, \(f_L\ge1\) for all \(N\ge L\), so \(|f_L/f_0|\) grows without bound and \(f_0\) cannot serve as the normaliser.

```lean
/-- If `x > 0` and `sin x = 0`, Miller's value `f_0` tends to zero as `N` grows. -/
theorem miller_zero_tendsto_of_sin_eq_zero {x : ℝ} (hx : 0 < x) (hs : Real.sin x = 0) :
    Tendsto (fun N => miller x N 0) atTop (nhds 0) := by
  have hcos : Real.cos x ≠ 0 := by
    intro h
    have h1 := Real.sin_sq_add_cos_sq x
    rw [hs, h] at h1
    norm_num at h1
  have h0 : sphericalJ 0 x = 0 := by
    rw [sphericalJ_eq 0 hx.ne']
    simp [scaledJ, hs]
  have h1 : sphericalJ 1 x ≠ 0 := by
    rw [sphericalJ_eq 1 hx.ne']
    refine div_ne_zero ?_ (pow_ne_zero _ hx.ne')
    simp [scaledJ, hs, hx.ne', hcos]
  have h := ((tendsto_sphericalJ hx).comp (tendsto_add_atTop_nat 1)).div_const (sphericalJ 1 x)
  rw [zero_div] at h
  refine h.congr fun N => ?_
  have hd := miller_error hx.ne' N 1 (by omega)
  have ha : auxSol x 1 = 1 := rfl
  rw [h0, ha] at hd
  change sphericalJ (N + 1) x / sphericalJ 1 x = miller x N 0
  rw [div_eq_iff h1]
  linear_combination hd

end

end MillerRecurrence
```

```lean
#print axioms MillerRecurrence.miller_recurrence
#print axioms MillerRecurrence.miller_tendsto
#print axioms MillerRecurrence.miller_zero_tendsto_of_sin_eq_zero
```

```
'MillerRecurrence.miller_recurrence' depends on axioms: [propext, Classical.choice, Quot.sound]
'MillerRecurrence.miller_tendsto' depends on axioms: [propext, Classical.choice, Quot.sound]
'MillerRecurrence.miller_zero_tendsto_of_sin_eq_zero' depends on axioms: [propext, Classical.choice, Quot.sound]
```
